# The coherence matrix of Thomson-scattered unpolarised light has eigenvalues 0, 1 and \(\cos^2\theta\)

Polarisations are represented here by real vectors in three dimensions, and unpolarised light by an incoherent sum of two orthonormal linear polarisations, both transverse to the incident direction and each of unit intensity. A free electron scatters light from the unit direction \(n\) into the unit direction \(n'\). With the Thomson prefactor set to one, an incident polarisation \(e\) gives the amplitude \(Qe\), where \(Q=1-n'n'^{T}\) removes the component along \(n'\). This scattering law is assumed, not derived from the electron's motion.

Write \(P=1-nn^{T}\) and \(c=n\cdot n'=\cos\theta\), where \(\theta\) is the scattering angle. The coherence matrix \(J\), the sum of the outer products of the scattered amplitudes, equals \(QPQ\), and

\[
\det(x-J)=x(x-1)(x-c^2),\qquad \operatorname{tr}J=1+c^2 .
\]

The trace is the angular factor of low-energy Compton scattering, for unpolarised light scattered once by a free electron at rest.

## Two polarisations, one projector product

Let \(e_1,e_2\) be orthonormal and perpendicular to \(n\). Completeness of the frame gives \(e_1e_1^{T}+e_2e_2^{T}=1-nn^{T}=P\). Since \(Q^{T}=Q\),

\[
J=\sum_{i=1}^{2}(Qe_i)(Qe_i)^{T}=QPQ .
\]

Because \(n'\cdot n'=1\), we have \(Q^2=1-2n'n'^{T}+n'n'^{T}=Q\). The matrices \(AB\) and \(BA\) have the same characteristic polynomial, so \(QPQ\) shares its own with \(PQ^2=PQ\). Multiplying out,

\[
PQ=1-W,\qquad W=n(n-cn')^{T}+n'n'^{T}.
\]

For vectors \(a,u,b,v\), expansion of the determinant gives

\[
\det(y+au^{T}+bv^{T})=y^3+y^2(a\cdot u+b\cdot v)+y\big[(a\cdot u)(b\cdot v)-(a\cdot v)(b\cdot u)\big].
\]

Take \(a=n\), \(u=n-cn'\), \(b=v=n'\). Then \(a\cdot u=1-c^2\), \(b\cdot v=1\), \(a\cdot v=c\) and \(b\cdot u=0\). With \(y=x-1\), the determinant of \(x-PQ=y+W\) is

\[
y^3+(2-c^2)y^2+(1-c^2)y=y(y+1)(y+1-c^2)=x(x-1)(x-c^2).
\]

The traces follow from the same form:

\[
\operatorname{tr}J=3-\operatorname{tr}W=3-(2-c^2)=1+c^2,
\]
\[
\operatorname{tr}J^2=\operatorname{tr}(PQ)^2=3-2(2-c^2)+(1-c^2)^2+1=1+c^4 .
\]

For transverse eigenvalues \(\lambda_1,\lambda_2\), the degree of polarisation is \(|\lambda_1-\lambda_2|/(\lambda_1+\lambda_2)\), which in terms of traces is

\[
\Pi=\sqrt{\frac{2\operatorname{tr}J^2}{(\operatorname{tr}J)^2}-1}
=\sqrt{\frac{(1-c^2)^2}{(1+c^2)^2}}=\frac{1-c^2}{1+c^2}.
\]

The last step uses \(c^2\le1\), from Cauchy–Schwarz. Finally, \(\Pi=1\) means \(1-c^2=1+c^2\), that is, \(c=0\).

## The matrices and their algebra in Lean

```lean
import Mathlib

open Matrix

namespace ThomsonCoherence

noncomputable section
```

Vectors have type `Fin 3 → ℝ`, `vecMulVec a u` is \(au^{T}\), and `⬝ᵥ` is the dot product. Thus `transverse n` is \(P\) and `transverse n'` is \(Q\).

```lean
/-- The projector `1 - n nᵀ` onto polarisations transverse to a unit direction `n`. -/
def transverse (n : Fin 3 → ℝ) : Matrix (Fin 3) (Fin 3) ℝ := 1 - vecMulVec n n
```

The definition accepts any vector; it is a projector once `n ⬝ᵥ n = 1` is supplied.

```lean
/-- The coherence matrix `Q P Q` of unpolarised light incident along `n` and
Thomson-scattered into the direction `n'`. -/
def coherence (n n' : Fin 3 → ℝ) : Matrix (Fin 3) (Fin 3) ℝ :=
  transverse n' * transverse n * transverse n'
```

The matrix is \(3\times3\), so one zero eigenvalue belongs to the direction \(n'\), which carries no amplitude.

```lean
/-- The degree of polarisation of a transverse coherence matrix, in terms of its traces. -/
def polarisationDegree (J : Matrix (Fin 3) (Fin 3) ℝ) : ℝ :=
  Real.sqrt (2 * (J * J).trace / J.trace ^ 2 - 1)
```

The factor 2 in this formula is the one for two transverse components, so the definition is meant for matrices that vanish along the propagation direction.

```lean
/-- The product of two outer products is an outer product weighted by the inner overlap. -/
lemma outer_mul (a u b v : Fin 3 → ℝ) :
    vecMulVec a u * vecMulVec b v = (u ⬝ᵥ b) • vecMulVec a v := by
  ext i j
  simp only [Matrix.mul_apply, Matrix.smul_apply, vecMulVec_apply, dotProduct,
    Fin.sum_univ_three, smul_eq_mul]
  ring
```

This is \((au^{T})(bv^{T})=(u\cdot b)\,av^{T}\), checked entry by entry. It yields idempotence and the form \(1-W\).

```lean
/-- Projecting twice onto the polarisations transverse to a unit vector is projecting once. -/
lemma transverse_idem {n : Fin 3 → ℝ} (hn : n ⬝ᵥ n = 1) :
    transverse n * transverse n = transverse n := by
  have h := outer_mul n n n n
  rw [hn, one_smul] at h
  unfold transverse
  rw [sub_mul, mul_sub, mul_sub, h, one_mul, one_mul, mul_one]
  abel

/-- The product of two transverse projectors is the identity minus two outer products. -/
lemma transverse_mul (n n' : Fin 3 → ℝ) :
    transverse n * transverse n' =
      1 - (vecMulVec n (n - (n ⬝ᵥ n') • n') + vecMulVec n' n') := by
  unfold transverse
  rw [sub_mul, mul_sub, mul_sub, outer_mul, one_mul, one_mul, mul_one]
  ext i j
  simp only [Matrix.sub_apply, Matrix.add_apply, Matrix.smul_apply, vecMulVec_apply,
    Pi.sub_apply, Pi.smul_apply, smul_eq_mul]
  ring
```

The determinant formula is proved by explicit expansion, for every real \(y\), including zero.

```lean
/-- The determinant of a multiple of the identity plus two outer products. -/
lemma det_rank_two (y : ℝ) (a u b v : Fin 3 → ℝ) :
    (y • (1 : Matrix (Fin 3) (Fin 3) ℝ) + (vecMulVec a u + vecMulVec b v)).det =
      y ^ 3 + y ^ 2 * (a ⬝ᵥ u + b ⬝ᵥ v)
        + y * ((a ⬝ᵥ u) * (b ⬝ᵥ v) - (a ⬝ᵥ v) * (b ⬝ᵥ u)) := by
  rw [Matrix.det_fin_three]
  simp [vecMulVec_apply, dotProduct, Fin.sum_univ_three]
  ring
```

## From the incident light to the spectrum

The next theorem connects \(QPQ\) to the incident light. The matrix `M` has rows \(e_1,e_2,n\). Orthonormality gives \(MM^{T}=1\), hence \(M^{T}M=1\), whose entries state completeness.

```lean
/-- Two orthonormal polarisations transverse to `n`, scattered into the direction `n'` and
added incoherently, give the coherence matrix `Q P Q`. -/
theorem incoherent_sum {e₁ e₂ n : Fin 3 → ℝ} (n' : Fin 3 → ℝ)
    (h11 : e₁ ⬝ᵥ e₁ = 1) (h22 : e₂ ⬝ᵥ e₂ = 1) (hn : n ⬝ᵥ n = 1)
    (h12 : e₁ ⬝ᵥ e₂ = 0) (h1n : e₁ ⬝ᵥ n = 0) (h2n : e₂ ⬝ᵥ n = 0) :
    vecMulVec (transverse n' *ᵥ e₁) (transverse n' *ᵥ e₁)
      + vecMulVec (transverse n' *ᵥ e₂) (transverse n' *ᵥ e₂) = coherence n n' := by
  have h21 : e₂ ⬝ᵥ e₁ = 0 := by rw [dotProduct_comm]; exact h12
  have hn1 : n ⬝ᵥ e₁ = 0 := by rw [dotProduct_comm]; exact h1n
  have hn2 : n ⬝ᵥ e₂ = 0 := by rw [dotProduct_comm]; exact h2n
  -- the frame is an orthogonal matrix, hence complete
  let M : Matrix (Fin 3) (Fin 3) ℝ := Matrix.of ![e₁, e₂, n]
  have hM : M * Mᵀ = 1 := by
    ext i j
    change (![e₁, e₂, n] i) ⬝ᵥ (![e₁, e₂, n] j) = _
    fin_cases i <;> fin_cases j <;> simp [h11, h22, hn, h12, h1n, h2n, h21, hn1, hn2]
  have hM' : Mᵀ * M = 1 := mul_eq_one_comm.mp hM
  have hP : vecMulVec e₁ e₁ + vecMulVec e₂ e₂ = transverse n := by
    ext i j
    have h := congrFun (congrFun hM' i) j
    simp only [Matrix.mul_apply, Matrix.transpose_apply, Fin.sum_univ_three] at h
    change e₁ i * e₁ j + e₂ i * e₂ j + n i * n j = (1 : Matrix (Fin 3) (Fin 3) ℝ) i j at h
    simp only [transverse, Matrix.add_apply, Matrix.sub_apply, vecMulVec_apply]
    linarith
  have hT : (transverse n')ᵀ = transverse n' := by
    unfold transverse
    rw [Matrix.transpose_sub, Matrix.transpose_one]
    congr 1
    ext i j
    simp only [Matrix.transpose_apply, vecMulVec_apply]
    ring
  have hS : ∀ (A : Matrix (Fin 3) (Fin 3) ℝ) (e : Fin 3 → ℝ),
      vecMulVec (A *ᵥ e) (A *ᵥ e) = A * vecMulVec e e * Aᵀ := by
    intro A e
    ext i j
    simp only [Matrix.mul_apply, Matrix.transpose_apply, vecMulVec_apply, Matrix.mulVec,
      dotProduct, Fin.sum_univ_three]
    ring
  rw [hS, hS, hT, ← add_mul, ← mul_add, hP, coherence]
```

For the characteristic polynomial, `h` performs the reduction to \(PQ\), while `h1` and `h2` compute \(a\cdot u\) and \(b\cdot u\). `Polynomial.funext` turns equality at every real \(x\) into equality of polynomials.

```lean
/-- The coherence matrix of Thomson-scattered unpolarised light has characteristic polynomial
`X (X - 1) (X - c²)`, where `c` is the cosine of the scattering angle. -/
theorem coherence_charpoly {n n' : Fin 3 → ℝ} (hn : n ⬝ᵥ n = 1) (hn' : n' ⬝ᵥ n' = 1) :
    (coherence n n').charpoly =
      Polynomial.X * (Polynomial.X - 1) * (Polynomial.X - Polynomial.C ((n ⬝ᵥ n') ^ 2)) := by
  -- cyclicity and idempotency reduce `Q P Q` to `P Q`
  have h : (coherence n n').charpoly = (transverse n * transverse n').charpoly := by
    rw [coherence, mul_assoc, Matrix.charpoly_mul_comm, mul_assoc, transverse_idem hn']
  have h1 : n ⬝ᵥ (n - (n ⬝ᵥ n') • n') = 1 - (n ⬝ᵥ n') ^ 2 := by
    rw [dotProduct_sub, dotProduct_smul, hn, smul_eq_mul]; ring
  have h2 : n' ⬝ᵥ (n - (n ⬝ᵥ n') • n') = 0 := by
    rw [dotProduct_sub, dotProduct_smul, hn', smul_eq_mul, dotProduct_comm n' n]; ring
  rw [h]
  apply Polynomial.funext
  intro x
  have hx : Matrix.scalar (Fin 3) x = x • (1 : Matrix (Fin 3) (Fin 3) ℝ) := by
    ext i j
    simp [Matrix.scalar_apply, Matrix.diagonal_apply, Matrix.one_apply]
  have hs : ∀ W : Matrix (Fin 3) (Fin 3) ℝ,
      x • (1 : Matrix (Fin 3) (Fin 3) ℝ) - (1 - W) = (x - 1) • 1 + W := by
    intro W
    module
  rw [Matrix.eval_charpoly, hx, transverse_mul, hs, det_rank_two, h1, h2, hn']
  simp only [Polynomial.eval_mul, Polynomial.eval_sub, Polynomial.eval_X,
    Polynomial.eval_one, Polynomial.eval_C]
  ring
```

Both trace theorems use cyclicity and idempotence to reach \(PQ\), then a local formula `ht` for the trace of \(1-W\) or of its square. The total intensity in the first docstring is summed over polarisations at a fixed direction \(n'\); it is not integrated over directions.

```lean
/-- The total scattered intensity, the trace of the coherence matrix, is `1 + c²`. -/
theorem coherence_trace {n n' : Fin 3 → ℝ} (hn : n ⬝ᵥ n = 1) (hn' : n' ⬝ᵥ n' = 1) :
    (coherence n n').trace = 1 + (n ⬝ᵥ n') ^ 2 := by
  have ht : ∀ a u b v : Fin 3 → ℝ,
      (1 - (vecMulVec a u + vecMulVec b v)).trace = 3 - (a ⬝ᵥ u + b ⬝ᵥ v) := by
    intro a u b v
    simp only [Matrix.trace_fin_three, Matrix.sub_apply, Matrix.add_apply, vecMulVec_apply,
      Matrix.one_apply_eq, dotProduct, Fin.sum_univ_three]
    ring
  rw [coherence, mul_assoc, Matrix.trace_mul_comm, mul_assoc, transverse_idem hn',
    transverse_mul, ht, dotProduct_sub, dotProduct_smul, hn, hn', smul_eq_mul]
  ring

/-- The trace of the squared coherence matrix is `1 + c⁴`. -/
theorem coherence_sq_trace {n n' : Fin 3 → ℝ} (hn : n ⬝ᵥ n = 1) (hn' : n' ⬝ᵥ n' = 1) :
    (coherence n n' * coherence n n').trace = 1 + (n ⬝ᵥ n') ^ 4 := by
  have ht : ∀ a u b v : Fin 3 → ℝ,
      ((1 - (vecMulVec a u + vecMulVec b v)) * (1 - (vecMulVec a u + vecMulVec b v))).trace
        = 3 - 2 * (a ⬝ᵥ u + b ⬝ᵥ v) + (a ⬝ᵥ u) ^ 2 + (b ⬝ᵥ v) ^ 2
          + 2 * (a ⬝ᵥ v) * (b ⬝ᵥ u) := by
    intro a u b v
    simp [Matrix.trace_fin_three, Matrix.mul_apply, Fin.sum_univ_three, vecMulVec_apply,
      dotProduct, Matrix.one_apply]
    ring
  have hJ : coherence n n' * coherence n n' = transverse n' *
      (transverse n * (transverse n' * transverse n') * (transverse n * transverse n')) := by
    simp only [coherence, mul_assoc]
  rw [hJ, transverse_idem hn', Matrix.trace_mul_comm, mul_assoc, mul_assoc (transverse n)
    (transverse n') (transverse n'), transverse_idem hn', transverse_mul, ht,
    dotProduct_sub, dotProduct_smul, dotProduct_sub, dotProduct_smul, hn, hn',
    smul_eq_mul, smul_eq_mul, dotProduct_comm n' n]
  ring
```

## Degree of polarisation

Here `hc` is the bound \(c^2\le1\), and `h` identifies the expression under the root as a perfect square.

```lean
/-- Thomson scattering of unpolarised light produces the degree of polarisation
`(1 - c²) / (1 + c²)`. -/
theorem coherence_polarisation {n n' : Fin 3 → ℝ} (hn : n ⬝ᵥ n = 1) (hn' : n' ⬝ᵥ n' = 1) :
    polarisationDegree (coherence n n') = (1 - (n ⬝ᵥ n') ^ 2) / (1 + (n ⬝ᵥ n') ^ 2) := by
  -- Cauchy-Schwarz fixes the sign of the square root
  have hc : (n ⬝ᵥ n') ^ 2 ≤ 1 := by
    have h := Finset.sum_mul_sq_le_sq_mul_sq Finset.univ n n'
    have e1 : ∑ i, n i ^ 2 = 1 := by simpa only [dotProduct, pow_two] using hn
    have e2 : ∑ i, n' i ^ 2 = 1 := by simpa only [dotProduct, pow_two] using hn'
    rw [e1, e2, one_mul] at h
    exact h
  rw [polarisationDegree, coherence_sq_trace hn hn', coherence_trace hn hn']
  generalize n ⬝ᵥ n' = c at hc ⊢
  have hpos : 0 < 1 + c ^ 2 := by positivity
  have hne : 1 + c ^ 2 ≠ 0 := hpos.ne'
  have h : 2 * (1 + c ^ 4) / (1 + c ^ 2) ^ 2 - 1 = ((1 - c ^ 2) / (1 + c ^ 2)) ^ 2 := by
    rw [div_pow, div_sub_one (pow_ne_zero 2 hne)]
    congr 1
    ring
  rw [h, Real.sqrt_sq (div_nonneg (by linarith) hpos.le)]
```

Clearing the positive denominator \(1+c^2\) leaves \(c^2=0\), so complete polarisation occurs exactly at right-angle scattering.

```lean
/-- The scattered light is completely polarised exactly when the scattering angle is a
right angle. -/
theorem fully_polarised_iff {n n' : Fin 3 → ℝ} (hn : n ⬝ᵥ n = 1) (hn' : n' ⬝ᵥ n' = 1) :
    polarisationDegree (coherence n n') = 1 ↔ n ⬝ᵥ n' = 0 := by
  rw [coherence_polarisation hn hn']
  generalize n ⬝ᵥ n' = c
  have hne : 1 + c ^ 2 ≠ 0 := by positivity
  rw [div_eq_iff hne]
  constructor
  · intro h
    have h0 : c ^ 2 = 0 := by linarith
    exact pow_eq_zero_iff (two_ne_zero) |>.mp h0
  · intro h
    rw [h]
    norm_num

end

end ThomsonCoherence
```

```lean
#print axioms ThomsonCoherence.incoherent_sum
#print axioms ThomsonCoherence.coherence_charpoly
#print axioms ThomsonCoherence.fully_polarised_iff
```

```
'ThomsonCoherence.incoherent_sum' depends on axioms: [propext, Classical.choice, Quot.sound]
'ThomsonCoherence.coherence_charpoly' depends on axioms: [propext, Classical.choice, Quot.sound]
'ThomsonCoherence.fully_polarised_iff' depends on axioms: [propext, Classical.choice, Quot.sound]
```
